# At momenta p and −p the free two-body Dirac Hamiltonian has energies ±E₁ ± E₂, and for equal positive masses an eight-dimensional kernel

Take two particles of the same mass $m>0$, both at rest, in units with $\hbar=c=1$. Each has the Dirac Hamiltonian $m\beta$ with $\beta=\mathrm{diag}(1,1,-1,-1)$, so the two-body Hamiltonian $m(\beta\otimes1+1\otimes\beta)$ is already diagonal. Of its sixteen diagonal entries, four are $2m$, four are $-2m$ and eight are $0$. The zeros come from pairing a positive-energy state of one particle with a negative-energy state of the other.

The same pattern holds at any momentum $p$ in the centre-of-momentum frame, with $E=\sqrt{p^2+m^2}$ in place of $m$, because an invertible change of basis turns each one-body Hamiltonian into $E\beta$.

```lean
import Mathlib

open Matrix Polynomial
open scoped Kronecker

namespace TwoBodyDirac

noncomputable section
```

## One particle and two

Write $b_i$ for the diagonal entries of $\beta$, with $i=0,\dots,3$: $b_0=b_1=1$ and $b_2=b_3=-1$. They are stored as integers, which later lets the nonzero two-body energies be counted by direct evaluation.

```lean
/-- The diagonal entries of the Dirac matrix β in the standard representation. -/
def betaSign : Fin 4 → ℤ := ![1, 1, -1, -1]
```

The matrix itself is complex, $\beta_{ij}=b_i\delta_{ij}$.

```lean
/-- The Dirac matrix β. -/
def beta : Matrix (Fin 4) (Fin 4) ℂ := diagonal fun i => (betaSign i : ℂ)
```

In the standard representation each $\alpha_k$ has the Pauli matrix $\sigma_k$ in its two off-diagonal blocks. The index $k=0,1,2$ stands for $x,y,z$.

```lean
/-- The three Dirac matrices α in the standard representation. -/
def alpha : Fin 3 → Matrix (Fin 4) (Fin 4) ℂ :=
  ![!![0, 0, 0, 1; 0, 0, 1, 0; 0, 1, 0, 0; 1, 0, 0, 0],
    !![0, 0, 0, -Complex.I; 0, 0, Complex.I, 0; 0, -Complex.I, 0, 0; Complex.I, 0, 0, 0],
    !![0, 0, 1, 0; 0, 0, 0, -1; 1, 0, 0, 0; 0, -1, 0, 0]]
```

The one-body Hamiltonian at the real momentum vector $p$ is $h(p,m)=\sum_k p_k\alpha_k+m\beta$.

```lean
/-- The one-body Dirac Hamiltonian α·p + βm at momentum p. -/
def diracH (p : Fin 3 → ℝ) (m : ℝ) : Matrix (Fin 4) (Fin 4) ℂ :=
  ∑ k, (p k : ℂ) • alpha k + (m : ℂ) • beta
```

Its energy scale is the non-negative root $E(p,m)=\sqrt{p_0^2+p_1^2+p_2^2+m^2}$.

```lean
/-- The relativistic energy √(p² + m²). -/
def energy (p : Fin 3 → ℝ) (m : ℝ) : ℝ :=
  Real.sqrt (p 0 ^ 2 + p 1 ^ 2 + p 2 ^ 2 + m ^ 2)
```

For masses $m_1,m_2$ and momenta $p,-p$, the two-body operator is

$$H=h(p,m_1)\otimes1+1\otimes h(-p,m_2).$$

In Lean `⊗ₖ` is the Kronecker product, and the index type `Fin 4 × Fin 4` labels the sixteen pairs of spinor components. There is no Coulomb or Breit interaction, the momentum is fixed, and no antisymmetry is imposed on the states.

```lean
/-- The free two-body Hamiltonian for particles with momenta p and -p. -/
def twoBodyH (p : Fin 3 → ℝ) (m₁ m₂ : ℝ) : Matrix (Fin 4 × Fin 4) (Fin 4 × Fin 4) ℂ :=
  diracH p m₁ ⊗ₖ 1 + 1 ⊗ₖ diracH (-p) m₂
```

## Diagonalising one particle

The change of basis is $S=h+E\beta$. For $m>0$ its columns have norm $\sqrt{2E(E+m)}$, so $S/\sqrt{2E(E+m)}$ is the normalised, unitary version. The file works with $S$ itself. Lean calls it `boost`, but it is not the matrix of a Lorentz boost: at $p=0$ it is $2m\beta$, not the identity.

```lean
/-- The matrix h + Eβ, where h is the one-body Dirac Hamiltonian and E = √(p² + m²). -/
def boost (p : Fin 3 → ℝ) (m : ℝ) : Matrix (Fin 4) (Fin 4) ℂ :=
  diracH p m + (energy p m : ℂ) • beta
```

Squaring the root gives $E^2=p^2+m^2$, since the radicand is non-negative.

```lean
/-- The energy obeys E² = p² + m². -/
theorem energy_sq (p : Fin 3 → ℝ) (m : ℝ) :
    energy p m ^ 2 = p 0 ^ 2 + p 1 ^ 2 + p 2 ^ 2 + m ^ 2 :=
  Real.sq_sqrt (by positivity)
```

Only squares of the momentum components enter, so $E(-p,m)=E(p,m)$.

```lean
/-- The energy does not change when the momentum is reversed. -/
theorem energy_neg (p : Fin 3 → ℝ) (m : ℝ) : energy (-p) m = energy p m := by
  simp [energy]
```

The matrices $\alpha_k$ and $\beta$ anticommute with one another and square to one. The cross terms in $h^2$ therefore cancel, and in $h\beta+\beta h$ only the mass term survives:

$$\beta^2=1,\qquad h^2=p^2+m^2=E^2,\qquad h\beta+\beta h=2m.$$

Lean checks these identities entry by entry on the explicit matrices, using $i^2=-1$ where $p_1^2$ appears.

```lean
/-- The matrix β squares to one, the Dirac Hamiltonian squares to E², and their
anticommutator is 2m. -/
theorem dirac_algebra (p : Fin 3 → ℝ) (m : ℝ) :
    beta * beta = 1 ∧ diracH p m * diracH p m = (energy p m : ℂ) ^ 2 • 1 ∧
      diracH p m * beta + beta * diracH p m = (2 * (m : ℂ)) • 1 := by
  have hE : (energy p m : ℂ) ^ 2 = (p 0 : ℂ) ^ 2 + (p 1 : ℂ) ^ 2 + (p 2 : ℂ) ^ 2 + (m : ℂ) ^ 2 := by
    exact_mod_cast energy_sq p m
  have hb : beta = !![1, 0, 0, 0; 0, 1, 0, 0; 0, 0, -1, 0; 0, 0, 0, -1] := by
    ext i j
    fin_cases i <;> fin_cases j <;> simp [beta, betaSign]
  -- the Hamiltonian written out entry by entry
  have hh : diracH p m =
      !![(m : ℂ), 0, (p 2 : ℂ), p 0 - Complex.I * p 1;
         0, (m : ℂ), p 0 + Complex.I * p 1, -(p 2 : ℂ);
         (p 2 : ℂ), p 0 - Complex.I * p 1, -(m : ℂ), 0;
         p 0 + Complex.I * p 1, -(p 2 : ℂ), 0, -(m : ℂ)] := by
    rw [diracH, hb]
    ext i j
    fin_cases i <;> fin_cases j <;> simp [alpha, Fin.sum_univ_three] <;> ring1
  refine ⟨?_, ?_, ?_⟩
  · rw [hb]
    ext i j
    fin_cases i <;> fin_cases j <;> simp [Matrix.mul_apply, Fin.sum_univ_four]
  · rw [hE, hh]
    ext i j
    fin_cases i <;> fin_cases j <;> simp [Matrix.mul_apply, Fin.sum_univ_four] <;>
      first
        | ring1
        | linear_combination (-(p 1 : ℂ) ^ 2) * Complex.I_sq
  · rw [hh, hb]
    ext i j
    fin_cases i <;> fin_cases j <;> simp <;> ring1
```

From the first two identities,

$$hS=h^2+Eh\beta=E^2+Eh\beta=(h+E\beta)E\beta=S(E\beta).$$

The proof expands both sides, substitutes the squares, and lets `module` compare the terms.

```lean
/-- The matrix h + Eβ intertwines the Dirac Hamiltonian h with the diagonal matrix Eβ. -/
theorem boost_intertwines (p : Fin 3 → ℝ) (m : ℝ) :
    diracH p m * boost p m = boost p m * ((energy p m : ℂ) • beta) := by
  obtain ⟨hb, hh, -⟩ := dirac_algebra p m
  simp only [boost, mul_add, add_mul, mul_smul_comm, smul_mul_assoc, hb, hh]
  module
```

The third identity gives the square of $S$:

$$S^2=h^2+E(h\beta+\beta h)+E^2\beta^2=2E^2+2Em=2E(E+m).$$

For $m>0$ this number is positive, even at $p=0$, so $S^{-1}=S/[2E(E+m)]$. That is the inverse the proof supplies.

```lean
/-- For positive mass the matrix h + Eβ is invertible. -/
theorem boost_isUnit (p : Fin 3 → ℝ) {m : ℝ} (hm : 0 < m) : IsUnit (boost p m) := by
  obtain ⟨hb, hh, ha⟩ := dirac_algebra p m
  -- its square is the number 2E(E + m)
  have hs : boost p m * boost p m = (2 * (energy p m : ℂ) * (energy p m + m)) • 1 := by
    simp only [boost, mul_add, add_mul, mul_smul_comm, smul_mul_assoc, hb, hh]
    linear_combination (norm := module) (energy p m : ℂ) • ha
  have hE : 0 < energy p m := Real.sqrt_pos.mpr (by positivity)
  have hc : 2 * (energy p m : ℂ) * (energy p m + m) ≠ 0 := by
    have h : 0 < 2 * energy p m * (energy p m + m) := by positivity
    exact_mod_cast h.ne'
  exact ⟨⟨boost p m, (2 * (energy p m : ℂ) * (energy p m + m))⁻¹ • boost p m,
    by rw [mul_smul_comm, hs, smul_smul, inv_mul_cancel₀ hc, one_smul],
    by rw [smul_mul_assoc, hs, smul_smul, inv_mul_cancel₀ hc, one_smul]⟩, rfl⟩
```

## The sixteen energies

Let $h_1=h(p,m_1)$ and $h_2=h(-p,m_2)$, with energies $E_1,E_2$ and basis changes $S_1,S_2$. Kronecker products multiply factor by factor, so

$$H(S_1\otimes S_2)=h_1S_1\otimes S_2+S_1\otimes h_2S_2=(S_1\otimes S_2)(E_1\beta\otimes1+1\otimes E_2\beta).$$

The last bracket is diagonal, with entry $E_1b_i+E_2b_j$ at the pair $(i,j)$. The inverse of $S_1\otimes S_2$ is $S_1^{-1}\otimes S_2^{-1}$.

```lean
/-- For positive masses the Kronecker product of the two one-body matrices h + Eβ is invertible and
brings the two-body Hamiltonian to diagonal form, with entries ±E₁ ± E₂. -/
theorem twoBody_diagonalised (p : Fin 3 → ℝ) {m₁ m₂ : ℝ} (h₁ : 0 < m₁) (h₂ : 0 < m₂) :
    IsUnit (boost p m₁ ⊗ₖ boost (-p) m₂) ∧
      twoBodyH p m₁ m₂ * (boost p m₁ ⊗ₖ boost (-p) m₂) =
        (boost p m₁ ⊗ₖ boost (-p) m₂) * diagonal (fun i : Fin 4 × Fin 4 =>
          (energy p m₁ : ℂ) * betaSign i.1 + (energy p m₂ : ℂ) * betaSign i.2) := by
  constructor
  · obtain ⟨u, hu⟩ := boost_isUnit p h₁
    obtain ⟨v, hv⟩ := boost_isUnit (-p) h₂
    rw [← hu, ← hv]
    exact ⟨⟨u.val ⊗ₖ v.val, u⁻¹.val ⊗ₖ v⁻¹.val,
      by rw [← mul_kronecker_mul, u.mul_inv, v.mul_inv, one_kronecker_one],
      by rw [← mul_kronecker_mul, u.inv_mul, v.inv_mul, one_kronecker_one]⟩, rfl⟩
  · have hD : diagonal (fun i : Fin 4 × Fin 4 =>
          (energy p m₁ : ℂ) * betaSign i.1 + (energy p m₂ : ℂ) * betaSign i.2) =
        ((energy p m₁ : ℂ) • beta) ⊗ₖ 1 + 1 ⊗ₖ ((energy p m₂ : ℂ) • beta) := by
      ext ⟨i, j⟩ ⟨k, l⟩
      by_cases hik : i = k <;> by_cases hjl : j = l <;>
        simp [beta, hik, hjl]
    have hi := boost_intertwines (-p) m₂
    rw [energy_neg] at hi
    rw [hD, twoBodyH, add_mul, mul_add]
    simp only [← mul_kronecker_mul, one_mul, mul_one, boost_intertwines p m₁, hi]
```

Similar matrices have the same characteristic polynomial, and that of a diagonal matrix is the product of $x-d$ over its entries $d$. Each choice of signs $s,t=\pm1$ occurs for $2\times2=4$ pairs $(i,j)$, hence

$$\det(x-H)=\prod_{s,t=\pm1}(x-sE_1-tE_2)^4.$$

In the proof `hsim` is the similarity, `hdiag` is the diagonal case, and `ring` collects the sixteen factors.

```lean
/-- For positive masses the characteristic polynomial of the free two-body Dirac Hamiltonian is the
product of (x - sE₁ - tE₂)⁴ over the signs s and t. -/
theorem twoBody_charpoly (p : Fin 3 → ℝ) {m₁ m₂ : ℝ} (h₁ : 0 < m₁) (h₂ : 0 < m₂) :
    (twoBodyH p m₁ m₂).charpoly =
      (X - C ((energy p m₁ : ℂ) + energy p m₂)) ^ 4 *
      (X - C ((energy p m₁ : ℂ) - energy p m₂)) ^ 4 *
      (X - C (-(energy p m₁ : ℂ) + energy p m₂)) ^ 4 *
      (X - C (-(energy p m₁ : ℂ) - energy p m₂)) ^ 4 := by
  obtain ⟨⟨U, hU⟩, h⟩ := twoBody_diagonalised p h₁ h₂
  rw [← hU] at h
  -- similar matrices share their characteristic polynomial
  have hsim : twoBodyH p m₁ m₂ = U.val * diagonal (fun i : Fin 4 × Fin 4 =>
      (energy p m₁ : ℂ) * betaSign i.1 + (energy p m₂ : ℂ) * betaSign i.2) * U⁻¹.val := by
    rw [← h, mul_assoc, U.mul_inv, mul_one]
  rw [hsim, Matrix.coe_units_inv, Matrix.charpoly_units_conj]
  have hdiag : ∀ d : Fin 4 × Fin 4 → ℂ, (diagonal d).charpoly = ∏ i, (X - C (d i)) := by
    intro d
    have hc : charmatrix (diagonal d) = diagonal fun i => X - C (d i) := by
      ext1 i j
      by_cases hij : i = j
      · subst hij
        simp
      · simp [charmatrix_apply, diagonal_apply_ne _ hij]
    rw [Matrix.charpoly, hc, det_diagonal]
  have s0 : betaSign 0 = 1 := rfl
  have s1 : betaSign 1 = 1 := rfl
  have s2 : betaSign 2 = -1 := rfl
  have s3 : betaSign 3 = -1 := rfl
  rw [hdiag]
  simp only [Fintype.prod_prod_type, Fin.prod_univ_four, s0, s1, s2, s3, Int.cast_one,
    Int.cast_neg, mul_one, mul_neg, map_add, map_sub, map_neg]
  ring
```

## Zero total energy

For equal positive masses $E_1=E_2=E>0$, and the entry $E(b_i+b_j)$ is nonzero exactly when the signs agree. That happens for eight pairs, which `decide` counts. Multiplication by an invertible matrix preserves rank, so $H$ has rank $8$ and its kernel has dimension $16-8=8$.

```lean
/-- For equal positive masses the kernel of the two-body Hamiltonian has dimension eight at every
momentum. -/
theorem finrank_ker_equal_mass (p : Fin 3 → ℝ) {m : ℝ} (hm : 0 < m) :
    Module.finrank ℂ (LinearMap.ker (twoBodyH p m m).mulVecLin) = 8 := by
  obtain ⟨hT, h⟩ := twoBody_diagonalised p hm hm
  have hdet := (Matrix.isUnit_iff_isUnit_det _).mp hT
  have hE : 0 < energy p m := Real.sqrt_pos.mpr (by positivity)
  have hE' : ¬ (energy p m : ℂ) = 0 := by exact_mod_cast hE.ne'
  -- a diagonal entry is nonzero exactly when the two signs agree
  have key : ∀ i : Fin 4 × Fin 4,
      (energy p m : ℂ) * betaSign i.1 + (energy p m : ℂ) * betaSign i.2 ≠ 0 ↔
        betaSign i.1 + betaSign i.2 ≠ 0 := by
    intro i
    rw [← mul_add, ← Int.cast_add]
    simp only [ne_eq, mul_eq_zero, hE', false_or, Int.cast_eq_zero]
  have hcard : Fintype.card {i : Fin 4 × Fin 4 // betaSign i.1 + betaSign i.2 ≠ 0} = 8 := by
    decide
  have hr : (twoBodyH p m m).rank = 8 := by
    rw [← rank_mul_eq_left_of_isUnit_det _ (twoBodyH p m m) hdet, h,
      rank_mul_eq_right_of_isUnit_det _ _ hdet, rank_diagonal]
    exact (Fintype.card_congr (Equiv.subtypeEquivRight key)).trans hcard
  have hn := LinearMap.finrank_range_add_finrank_ker (twoBodyH p m m).mulVecLin
  have h16 : Fintype.card (Fin 4 × Fin 4) = 16 := by simp
  rw [Module.finrank_fintype_fun_eq_card, h16] at hn
  rw [Matrix.rank] at hr
  omega
```

To identify these states, multiply $H$ by $h_1\otimes1$, whose square is $E^2$:

$$(h_1\otimes1)H=E^2+h_1\otimes h_2.$$

If $H\psi=0$, then $(h_1\otimes h_2)\psi=-E^2\psi$. Conversely, if that equation holds, then $(h_1\otimes1)H\psi=0$; a second multiplication by $h_1\otimes1$ gives $E^2H\psi=0$, and so $H\psi=0$.

Each one-body Hamiltonian has eigenvalues $\pm E$, so the value $-E^2$ means opposite signs. A general kernel state may superpose the two assignments, (positive, negative) and (negative, positive).

```lean
/-- For equal positive masses the two-body Hamiltonian sends a vector to zero exactly when the
Kronecker product of the two one-body Hamiltonians acts on it as -E². -/
theorem zero_mode_iff_mixed_energy (p : Fin 3 → ℝ) {m : ℝ} (hm : 0 < m)
    (ψ : Fin 4 × Fin 4 → ℂ) :
    twoBodyH p m m *ᵥ ψ = 0 ↔
      (diracH p m ⊗ₖ diracH (-p) m) *ᵥ ψ = -((energy p m : ℂ) ^ 2 • ψ) := by
  have hh := (dirac_algebra p m).2.1
  have hE : 0 < energy p m := Real.sqrt_pos.mpr (by positivity)
  have hE' : (energy p m : ℂ) ^ 2 ≠ 0 := pow_ne_zero 2 (by exact_mod_cast hE.ne')
  have hA : (diracH p m ⊗ₖ (1 : Matrix (Fin 4) (Fin 4) ℂ)) * (diracH p m ⊗ₖ 1) =
      (energy p m : ℂ) ^ 2 • 1 := by
    rw [← mul_kronecker_mul, hh, one_mul, smul_kronecker, one_kronecker_one]
  -- multiply the two-body Hamiltonian by the Hamiltonian of particle one
  have hAB : (diracH p m ⊗ₖ (1 : Matrix (Fin 4) (Fin 4) ℂ)) * twoBodyH p m m =
      (energy p m : ℂ) ^ 2 • 1 + diracH p m ⊗ₖ diracH (-p) m := by
    rw [twoBodyH, mul_add, hA, ← mul_kronecker_mul, mul_one, one_mul]
  have hv : (diracH p m ⊗ₖ (1 : Matrix (Fin 4) (Fin 4) ℂ)) *ᵥ (twoBodyH p m m *ᵥ ψ) =
      (energy p m : ℂ) ^ 2 • ψ + (diracH p m ⊗ₖ diracH (-p) m) *ᵥ ψ := by
    rw [mulVec_mulVec, hAB, add_mulVec, smul_mulVec, one_mulVec]
  constructor
  · intro h
    rw [h, mulVec_zero] at hv
    exact eq_neg_of_add_eq_zero_right hv.symm
  · intro h
    rw [h, add_neg_cancel] at hv
    have h2 : (energy p m : ℂ) ^ 2 • (twoBodyH p m m *ᵥ ψ) = 0 := by
      rw [← one_mulVec (twoBodyH p m m *ᵥ ψ), ← smul_mulVec, ← hA, ← mulVec_mulVec, hv,
        mulVec_zero]
    exact (smul_eq_zero.mp h2).resolve_left hE'
```

For unequal masses, multiply instead by the difference of the one-body operators. They act on different factors and commute, so

$$(h_1\otimes1-1\otimes h_2)H=E_1^2-E_2^2=m_1^2-m_2^2.$$

If $H\psi=0$ with $\psi\neq0$, then $(m_1-m_2)(m_1+m_2)=0$, which is impossible for distinct positive masses. The mixed-sign states are still present, but they lie at $\pm(E_1-E_2)$ and not at zero.

```lean
/-- For unequal positive masses the two-body Hamiltonian has no nonzero state of zero
total energy. -/
theorem no_zero_mode_unequal_mass (p : Fin 3 → ℝ) {m₁ m₂ : ℝ} (h₁ : 0 < m₁) (h₂ : 0 < m₂)
    (hne : m₁ ≠ m₂) (ψ : Fin 4 × Fin 4 → ℂ) (h : twoBodyH p m₁ m₂ *ᵥ ψ = 0) : ψ = 0 := by
  have ha := (dirac_algebra p m₁).2.1
  have hb := (dirac_algebra (-p) m₂).2.1
  rw [energy_neg] at hb
  -- the difference of the one-body Hamiltonians times their sum is a number
  have hprod : (diracH p m₁ ⊗ₖ 1 - 1 ⊗ₖ diracH (-p) m₂) * twoBodyH p m₁ m₂ =
      ((energy p m₁ : ℂ) ^ 2 - (energy p m₂ : ℂ) ^ 2) • 1 := by
    simp only [twoBodyH, sub_mul, mul_add, ← mul_kronecker_mul, one_mul, mul_one, ha, hb,
      smul_kronecker, kronecker_smul, one_kronecker_one]
    module
  have hz : ((energy p m₁ : ℂ) ^ 2 - (energy p m₂ : ℂ) ^ 2) • ψ = 0 := by
    rw [← one_mulVec ψ, ← smul_mulVec, ← hprod, ← mulVec_mulVec, h, mulVec_zero]
  refine (smul_eq_zero.mp hz).resolve_left fun h0 => hne ?_
  have hr : energy p m₁ ^ 2 - energy p m₂ ^ 2 = 0 := by exact_mod_cast h0
  rw [energy_sq, energy_sq] at hr
  have hf : (m₁ - m₂) * (m₁ + m₂) = 0 := by linear_combination hr
  rcases mul_eq_zero.mp hf with h3 | h3 <;> linarith

end

end TwoBodyDirac
```

```lean
#print axioms TwoBodyDirac.twoBody_charpoly
#print axioms TwoBodyDirac.finrank_ker_equal_mass
#print axioms TwoBodyDirac.zero_mode_iff_mixed_energy
#print axioms TwoBodyDirac.no_zero_mode_unequal_mass
```

```
'TwoBodyDirac.twoBody_charpoly' depends on axioms: [propext, Classical.choice, Quot.sound]
'TwoBodyDirac.finrank_ker_equal_mass' depends on axioms: [propext, Classical.choice, Quot.sound]
'TwoBodyDirac.zero_mode_iff_mixed_energy' depends on axioms: [propext, Classical.choice, Quot.sound]
'TwoBodyDirac.no_zero_mode_unequal_mass' depends on axioms: [propext, Classical.choice, Quot.sound]
```

In relativistic electronic structure, no-pair Hamiltonians use positive-energy projectors to remove every state in which an electron has negative energy. For two free electrons with opposite momenta, the results above place the mixed-sign states, with one electron of positive and one of negative energy, at exactly zero total energy. If the two momenta differ in magnitude, the one-body energies no longer cancel, and over all pairs of momenta the mixed-sign energies take every real value.
